# Polariton modes of a damped Lorentz medium decay at every real nonzero wavenumber

**Q.** What counts as a polariton mode here: a root of the dispersion relation $z^2\varepsilon(z)=k^2$, or a nonzero solution of the coupled equations for field and matter? At a pole of $\varepsilon$ the two can differ.

**A.** A nonzero solution of the coupled equations. A transverse field with amplitude $E$ drives oscillators with polarisations $P_j$, all varying as $e^{-izt}$ at real wavenumber $k$. With $c=1$ and $P_j$ in units of the vacuum permittivity,

$$D_j(z)P_j=f_jE,\qquad k^2E=z^2\Big(\varepsilon_\infty E+\sum_jP_j\Big),\qquad D_j(z)=w_j^2-z^2-ig_jz.$$

Here $w_j$, $g_j$ and $f_j$ are the resonance frequency, damping rate and strength of oscillator $j$, and $\varepsilon_\infty$ is the background permittivity. Nothing is divided, so poles need no special treatment. Two identical oscillators moving in antiphase, with $E=0$, form a mode at a pole, and this definition includes it.

In Lean 4 with Mathlib:

```lean
import Mathlib

open Filter Topology

namespace DampedPolariton

noncomputable section

/-- Parameters of a Lorentz-oscillator medium: background permittivity, and the strength `f`,
resonance frequency `w` and damping rate `g` of each oscillator. -/
structure Medium (ι : Type*) where
  epsInf : ℝ
  f : ι → ℝ
  w : ι → ℝ
  g : ι → ℝ
```

**Q.** Those parameters are arbitrary reals. Where does the physics enter?

**A.** In `Medium.Damped`, which makes them all positive. Positive $f_j$ means an absorbing transition, not an inverted one. Positive $g_j$ stands for energy lost to degrees of freedom that the model leaves out, such as other phonons; it is postulated, not derived. The constant $\varepsilon_\infty>0$ represents lossless response from much higher frequencies.

```lean
variable {ι : Type*}

/-- All parameters of the medium, including every damping rate, are positive. -/
structure Medium.Damped (m : Medium ι) : Prop where
  epsInf_pos : 0 < m.epsInf
  f_pos : ∀ j, 0 < m.f j
  w_pos : ∀ j, 0 < m.w j
  g_pos : ∀ j, 0 < m.g j
```

**Q.** And the dielectric function?

**A.** It is $\varepsilon(z)=\varepsilon_\infty+\sum_jf_j/D_j(z)$, with $j$ running over a finite type `ι`. `IsMode` holds the two coupled equations and the requirement that $E$ and the $P_j$ are not all zero.

```lean
/-- The resonance denominator `w_j² - z² - i g_j z` of oscillator `j`. -/
def Medium.denom (m : Medium ι) (j : ι) (z : ℂ) : ℂ :=
  (m.w j : ℂ) ^ 2 - z ^ 2 - Complex.I * (m.g j : ℂ) * z

/-- The dielectric function at complex frequency `z`. -/
def Medium.eps [Fintype ι] (m : Medium ι) (z : ℂ) : ℂ :=
  (m.epsInf : ℂ) + ∑ j, (m.f j : ℂ) / m.denom j z

/-- A polariton mode with time factor `exp(-izt)`: field amplitude `E` and polarisations `P j`,
not all zero, obey the driven-oscillator equations and the transverse wave equation (`c = 1`). -/
structure IsMode [Fintype ι] (m : Medium ι) (k : ℝ) (z E : ℂ) (P : ι → ℂ) : Prop where
  oscillator : ∀ j, m.denom j z * P j = (m.f j : ℂ) * E
  wave : (k : ℂ) ^ 2 * E = z ^ 2 * ((m.epsInf : ℂ) * E + ∑ j, P j)
  nontrivial : E ≠ 0 ∨ P ≠ 0
```

**Q.** Could a resonance denominator vanish at a growing frequency?

**A.** No. Write $z=x+iy$. Then

$$D_j=w_j^2-x^2+y^2+g_jy-ix(2y+g_j).$$

Suppose $D_j=0$ with $y\ge0$. Since $2y+g_j>0$, the imaginary part forces $x=0$. The real part is then $w_j^2+y^2+g_jy>0$, a contradiction. `denom_parts` computes the two parts, and `denom_ne_zero` repeats this argument.

```lean
/-- Real and imaginary parts of the resonance denominator. -/
theorem denom_parts (m : Medium ι) (j : ι) (z : ℂ) :
    (m.denom j z).re = m.w j ^ 2 - z.re ^ 2 + z.im ^ 2 + m.g j * z.im ∧
    (m.denom j z).im = -(z.re * (2 * z.im + m.g j)) := by
  constructor <;>
  · simp only [Medium.denom, pow_two, Complex.sub_re, Complex.sub_im, Complex.mul_re,
      Complex.mul_im, Complex.ofReal_re, Complex.ofReal_im, Complex.I_re, Complex.I_im]
    ring

/-- The resonance denominators of a damped medium have no zero in the closed upper half-plane. -/
theorem denom_ne_zero {m : Medium ι} (hm : m.Damped) (j : ι) {z : ℂ} (hz : 0 ≤ z.im) :
    m.denom j z ≠ 0 := by
  intro h
  obtain ⟨hre, him⟩ := denom_parts m j z
  rw [h, Complex.zero_re] at hre
  rw [h, Complex.zero_im] at him
  have hg := hm.g_pos j
  have hw := hm.w_pos j
  -- the imaginary part forces `Re z = 0`, and then the real part is positive
  have hx : z.re = 0 := by
    have h0 : z.re * (2 * z.im + m.g j) = 0 := by linarith
    rcases mul_eq_zero.1 h0 with h1 | h1
    · exact h1
    · linarith
  rw [hx] at hre
  have h2 : 0 < m.w j ^ 2 := by positivity
  have h3 : 0 ≤ z.im ^ 2 := by positivity
  have h4 : 0 ≤ m.g j * z.im := mul_nonneg hg.le hz
  linarith
```

**Q.** That deals with the poles. What constrains the coupled modes?

**A.** The sign of the loss. For $z\ne0$ and $y\ge0$,

$$\operatorname{Im}\frac{z}{D_j}=\frac{y\operatorname{Re}D_j-x\operatorname{Im}D_j}{|D_j|^2}=\frac{w_j^2y+(y+g_j)|z|^2}{|D_j|^2}>0.$$

The term $g_j|z|^2$ keeps this strictly positive even on the real axis. In `oscillator_im_pos`, `h1`, `h2` and `h3` are the signs of the three terms in the numerator, and `linarith` adds them.

```lean
/-- For a damped oscillator, `z / (w_j² - z² - i g_j z)` has positive imaginary part at every
nonzero `z` in the closed upper half-plane. -/
theorem oscillator_im_pos {m : Medium ι} (hm : m.Damped) (j : ι) {z : ℂ} (hz : 0 ≤ z.im)
    (h0 : z ≠ 0) : 0 < (z / m.denom j z).im := by
  obtain ⟨hre, him⟩ := denom_parts m j z
  have hn : 0 < z.re * z.re + z.im * z.im := by
    have h := Complex.normSq_pos.2 h0
    rwa [Complex.normSq_apply] at h
  rw [Complex.div_im, ← sub_div]
  apply div_pos _ (Complex.normSq_pos.2 (denom_ne_zero hm j hz))
  rw [hre, him]
  have h1 : 0 < m.g j * (z.re * z.re + z.im * z.im) := mul_pos (hm.g_pos j) hn
  have h2 : 0 ≤ z.im * (z.re * z.re + z.im * z.im) := mul_nonneg hz hn.le
  have h3 : 0 ≤ m.w j ^ 2 * z.im := mul_nonneg (sq_nonneg _) hz
  linarith
```

**Q.** Do several oscillators spoil the sign?

**A.** They add with positive weights:

$$\operatorname{Im}(z\varepsilon)=\varepsilon_\infty y+\sum_jf_j\operatorname{Im}\frac{z}{D_j}>0.$$

The sum needs at least one term, hence `Nonempty ι`. With no oscillators the dispersion relation gives $z=\pm k/\sqrt{\varepsilon_\infty}$, an undamped light wave.

```lean
variable [Fintype ι]

/-- In a damped medium with at least one oscillator, `z ε(z)` has positive imaginary part at
every nonzero `z` in the closed upper half-plane. -/
theorem mul_eps_im_pos [Nonempty ι] {m : Medium ι} (hm : m.Damped) {z : ℂ} (hz : 0 ≤ z.im)
    (h0 : z ≠ 0) : 0 < (z * m.eps z).im := by
  have h : z * m.eps z
      = (m.epsInf : ℂ) * z + ∑ j, (m.f j : ℂ) * (z / m.denom j z) := by
    unfold Medium.eps
    rw [mul_add, Finset.mul_sum, mul_comm z]
    congr 1
    exact Finset.sum_congr rfl fun j _ => by ring
  have him : (z * m.eps z).im
      = m.epsInf * z.im + ∑ j, m.f j * (z / m.denom j z).im := by
    rw [h]
    simp only [Complex.add_im, Complex.im_sum, Complex.mul_im, Complex.ofReal_re,
      Complex.ofReal_im, zero_mul, add_zero]
  rw [him]
  exact add_pos_of_nonneg_of_pos (mul_nonneg hm.epsInf_pos.le hz)
    (Finset.sum_pos (fun j _ => mul_pos (hm.f_pos j) (oscillator_im_pos hm j hz h0))
      Finset.univ_nonempty)
```

**Q.** You still owe me the link between your modes and the usual dispersion relation.

**A.** Suppose every $D_j(z)\ne0$. Then $P_j=f_jE/D_j$. If $E$ were zero, every $P_j$ would be too, so $E\ne0$. Substituting into the wave equation gives $k^2E=z^2\varepsilon(z)E$, and $E$ cancels. Conversely, given a root, take $E=1$ and $P_j=f_j/D_j$. These are the two directions of `exists_mode_iff`.

```lean
/-- If no resonance denominator vanishes at `z`, a polariton mode of frequency `z` exists exactly
when the dispersion relation `z² ε(z) = k²` holds. -/
theorem exists_mode_iff (m : Medium ι) (k : ℝ) {z : ℂ} (hD : ∀ j, m.denom j z ≠ 0) :
    (∃ E P, IsMode m k z E P) ↔ z ^ 2 * m.eps z = (k : ℂ) ^ 2 := by
  constructor
  · rintro ⟨E, P, h⟩
    -- each polarisation follows the field
    have hP : ∀ j, P j = (m.f j : ℂ) / m.denom j z * E := fun j => by
      rw [div_mul_eq_mul_div, eq_div_iff (hD j)]
      linear_combination h.oscillator j
    have hE : E ≠ 0 := by
      intro hE
      rcases h.nontrivial with h1 | h1
      · exact h1 hE
      · exact h1 (funext fun j => by simp [hP j, hE])
    have hs : ∑ j, P j = (∑ j, (m.f j : ℂ) / m.denom j z) * E := by
      rw [Finset.sum_mul]
      exact Finset.sum_congr rfl fun j _ => hP j
    have hw := h.wave
    rw [hs] at hw
    apply mul_right_cancel₀ hE
    unfold Medium.eps
    linear_combination -hw
  · intro h
    refine ⟨1, fun j => (m.f j : ℂ) / m.denom j z, ⟨fun j => ?_, ?_, Or.inl one_ne_zero⟩⟩
    · have := hD j
      field_simp
    · rw [← h]
      unfold Medium.eps
      ring
```

**Q.** Now rule out a root with $y\ge0$.

**A.** Since $k\ne0$, such a root has $z\ne0$. Multiply $z(z\varepsilon)=k^2$ by $\bar z$ and take imaginary parts:

$$|z|^2\operatorname{Im}(z\varepsilon)=-k^2y.$$

The left side is positive and the right side is not. In `no_solution_upper`, the equation `key` is this identity, obtained as $x$ times the imaginary part of the dispersion relation minus $y$ times its real part. So every root away from the poles has $\operatorname{Im}z<0$.

The condition on $k$ matters: at $k=0$ a static field with $z=0$ and $P_j=f_jE/w_j^2$ solves the coupled equations and never decays.

```lean
/-- In a damped medium with at least one oscillator, and for real `k ≠ 0`, the closed upper
half-plane contains neither a zero of a resonance denominator nor a solution of the dispersion
relation `z² ε(z) = k²`. -/
theorem no_solution_upper [Nonempty ι] {m : Medium ι} (hm : m.Damped) {k : ℝ} (hk : k ≠ 0)
    {z : ℂ} (hz : 0 ≤ z.im) :
    (∀ j, m.denom j z ≠ 0) ∧ z ^ 2 * m.eps z ≠ (k : ℂ) ^ 2 := by
  refine ⟨fun j => denom_ne_zero hm j hz, fun h => ?_⟩
  have h0 : z ≠ 0 := by
    intro h0
    have h1 : (k : ℂ) ^ 2 = 0 := by
      rw [← h, h0]
      ring
    exact hk (by simpa using h1)
  have hb := mul_eps_im_pos hm hz h0
  have h' : z * (z * m.eps z) = ((k ^ 2 : ℝ) : ℂ) := by
    push_cast
    rw [← h]
    ring
  have hre := congrArg Complex.re h'
  have him := congrArg Complex.im h'
  rw [Complex.mul_re, Complex.ofReal_re] at hre
  rw [Complex.mul_im, Complex.ofReal_im] at him
  -- `|z|² Im (z ε) = -k² Im z`: the two sides have incompatible signs
  have key : (z * m.eps z).im * (z.re * z.re + z.im * z.im) = -(k ^ 2 * z.im) := by
    linear_combination z.re * him - z.im * hre
  have hn := Complex.normSq_pos.2 h0
  rw [Complex.normSq_apply] at hn
  have h1 := mul_pos hb hn
  have h2 : 0 ≤ k ^ 2 * z.im := mul_nonneg (sq_nonneg _) hz
  linarith
```

**Q.** Does that reach the modes sitting at poles?

**A.** Yes. If a mode had $y\ge0$, all denominators would be nonzero there, so the equivalence would turn it into a forbidden root. `polariton_im_neg` therefore covers every mode, at a pole or not.

```lean
/-- In a damped medium with at least one oscillator, every polariton mode with real wavenumber `k ≠
0` has a complex frequency with negative imaginary part. -/
theorem polariton_im_neg [Nonempty ι] {m : Medium ι} (hm : m.Damped) {k : ℝ} (hk : k ≠ 0)
    {z E : ℂ} {P : ι → ℂ} (h : IsMode m k z E P) : z.im < 0 := by
  by_contra hn
  obtain ⟨hD, hne⟩ := no_solution_upper hm hk (not_lt.1 hn)
  exact hne ((exists_mode_iff m k hD).1 ⟨E, P, h⟩)
```

**Q.** A negative imaginary part is a statement about $z$. I want amplitudes that die out.

**A.** Since $|e^{-izt}|=e^{yt}$ and $y<0$, the factor tends to zero as $t\to\infty$, and so do its products with $E$ and each $P_j$. `polariton_decays` takes the norm of the exponential and then multiplies by the fixed amplitudes.

```lean
/-- In a damped medium with at least one oscillator, the field and all polarisations of a polariton
mode with real wavenumber `k ≠ 0`, evolving as `exp(-izt)`, tend to zero at late times. -/
theorem polariton_decays [Nonempty ι] {m : Medium ι} (hm : m.Damped) {k : ℝ} (hk : k ≠ 0)
    {z E : ℂ} {P : ι → ℂ} (h : IsMode m k z E P) :
    Tendsto (fun t : ℝ => Complex.exp (-Complex.I * z * t) * E) atTop (𝓝 0) ∧
    ∀ j, Tendsto (fun t : ℝ => Complex.exp (-Complex.I * z * t) * P j) atTop (𝓝 0) := by
  have hz := polariton_im_neg hm hk h
  have key : Tendsto (fun t : ℝ => Complex.exp (-Complex.I * z * t)) atTop (𝓝 0) := by
    rw [tendsto_zero_iff_norm_tendsto_zero]
    have hnorm : ∀ t : ℝ, ‖Complex.exp (-Complex.I * z * t)‖ = Real.exp (z.im * t) := by
      intro t
      rw [Complex.norm_exp]
      congr 1
      simp
    simp only [hnorm]
    exact Real.tendsto_exp_atBot.comp (tendsto_id.const_mul_atTop_of_neg hz)
  have key' : ∀ c : ℂ,
      Tendsto (fun t : ℝ => Complex.exp (-Complex.I * z * t) * c) atTop (𝓝 0) := by
    intro c
    have h1 := key.mul_const c
    rwa [zero_mul] at h1
  exact ⟨key' E, fun j => key' (P j)⟩
```

**Q.** Show me one such mode in numbers.

**A.** Take one oscillator with $\varepsilon_\infty=1$, $f=2$, $w=1$, $g=3$, and set $k=1$, $z=-i$. Then $z^2=-1$ and $D=1+1-3=-1$, so $E=1$ gives $P=-2$. The wave equation reads $1=(-1)(1-2)$. This mode decays as $e^{-t}$.

```lean
/-- A damped medium with `ε_∞ = 1, f = 2, w = 1, g = 3` has a polariton mode at `k = 1` with
frequency `z = -i`. -/
theorem damped_mode_witness :
    (⟨1, fun _ => 2, fun _ => 1, fun _ => 3⟩ : Medium Unit).Damped ∧
    IsMode (⟨1, fun _ => 2, fun _ => 1, fun _ => 3⟩ : Medium Unit) 1 (-Complex.I) 1
      (fun _ => -2) := by
  refine ⟨⟨by norm_num, fun _ => by norm_num, fun _ => by norm_num, fun _ => by norm_num⟩,
    ⟨fun _ => ?_, ?_, Or.inl one_ne_zero⟩⟩
  · simp only [Medium.denom]
    push_cast
    linear_combination (-4 : ℂ) * Complex.I_sq
  · simp only [Finset.univ_unique, Finset.sum_singleton]
    push_cast
    linear_combination Complex.I_sq
```

**Q.** And if I switch the damping off?

**A.** Strict decay can fail. With $\varepsilon_\infty=1$, $f=9$, $w=2$, $g=0$ and $k=2$, try $z=1$. Now $D=3$, $P=3$ for $E=1$, and the wave equation reads $4=1+3$. The mode oscillates forever.

```lean
/-- Without damping, the medium `ε_∞ = 1, f = 9, w = 2, g = 0` has a polariton mode at `k = 2`
with the real frequency `z = 1`. -/
theorem undamped_real_mode :
    IsMode (⟨1, fun _ => 9, fun _ => 2, fun _ => 0⟩ : Medium Unit) 2 1 1 (fun _ => 3) := by
  refine ⟨fun _ => ?_, ?_, Or.inl one_ne_zero⟩
  · norm_num [Medium.denom]
  · norm_num

end

end DampedPolariton
```

```lean
#print axioms DampedPolariton.polariton_decays
#print axioms DampedPolariton.undamped_real_mode
```

```
'DampedPolariton.polariton_decays' depends on axioms: [propext, Classical.choice, Quot.sound]
'DampedPolariton.undamped_real_mode' depends on axioms: [propext, Classical.choice, Quot.sound]
```

**Q.** What may I conclude for my own simulations?

**A.** If you fit a permittivity with a positive constant $\varepsilon_\infty$ and finitely many Lorentz terms, all with positive parameters, the continuous-time equations of a homogeneous, isotropic, nonmagnetic, linear, local medium have no growing transverse mode at real $k\ne0$. A time-stepping scheme needs its own stability analysis. The result also treats single exponentials, not general initial data, and it gives no decay rate uniform in $k$. Drude terms ($w_j=0$), longitudinal modes, surfaces and gain media are not covered.
